# Reflected-force saddle searches from symmetric starting points reduce to gradient steps when every followed mode is simple and breaks the symmetry

A saddle search is started from a structure with a mirror plane. At each step it finds a mode of the force-constant matrix, usually the softest one, and reverses the force along it, so that the structure should climb along the mode and relax in all other directions. Suppose the mirror does not leave the mode unchanged. Does the search climb along the mode?

It does not if the mode is non-degenerate. Such a mode is antisymmetric under the mirror, and the force has no component along it. So there is nothing to reverse, and the step that follows keeps the mirror plane. The argument below covers whole searches of this kind, for a smooth model energy with finitely many coordinates.

## The reflected force and the followed mode

A configuration is a real vector whose components are labelled by a finite set `n`, for instance the 3N Cartesian coordinates of N atoms.

```lean
import Mathlib

open Matrix

namespace SymmetricSaddleSearch

noncomputable section

variable {n : Type*} [Fintype n] [DecidableEq n]
```

Let g be the energy gradient and v a unit vector along the followed mode. The reflected force is

F = −(1 − 2vvᵀ)g = −g + 2(v·g)v.

It is the ordinary force −g with its component along v reversed. In the code, `vecMulVec v v` is the matrix vvᵀ, `*ᵥ` applies a matrix to a vector, and `⬝ᵥ` is the dot product.

```lean
/-- The reflected force `-(1 - 2 v vᵀ) g` of a saddle search that follows the mode `v`
at a point with gradient `g`. -/
def reflectedForce (v g : n → ℝ) : n → ℝ :=
  -((1 - (2 : ℝ) • vecMulVec v v) *ᵥ g)
```

The mode belongs to a force-constant matrix H. It satisfies v·v = 1 and Hv = μv, and every solution w of Hw = μw is a multiple of v. This last condition, `simple`, expresses non-degeneracy. The eigenvalue μ need not be the lowest, and H need not be symmetric, so the usual choice, the softest mode of a real symmetric Hessian, is a special case whenever that mode is non-degenerate.

```lean
/-- `v` is a unit eigenvector of `H` with eigenvalue `μ`, and the eigenspace of `μ` is the
line spanned by `v`. -/
structure IsSimpleMode (H : Matrix n n ℝ) (μ : ℝ) (v : n → ℝ) : Prop where
  unit : v ⬝ᵥ v = 1
  eigen : H *ᵥ v = μ • v
  simple : ∀ w, H *ᵥ w = μ • w → ∃ c : ℝ, w = c • v
```

## Energy, gradient and Hessian

Let E be the energy, G(x) its gradient and K(x) its Hessian at the configuration x. They are tied together by derivatives along straight lines: for every x and every direction u, at t = 0,

d/dt E(x + tu) = G(x)·u.

```lean
/-- `G` is the gradient of the energy `E`: the slope of `E` at `x` along `u` is `G x ⬝ᵥ u`. -/
def IsGradient (E : (n → ℝ) → ℝ) (G : (n → ℝ) → n → ℝ) : Prop :=
  ∀ x u, HasDerivAt (fun t : ℝ => E (x + t • u)) (G x ⬝ᵥ u) 0
```

d/dt G(x + tu) = K(x)u.

```lean
/-- `K` is the Hessian belonging to the gradient `G`: the rate of change of `G` at `x`
along `u` is `K x *ᵥ u`. -/
def IsHessian (G : (n → ℝ) → n → ℝ) (K : (n → ℝ) → Matrix n n ℝ) : Prop :=
  ∀ x u, HasDerivAt (fun t : ℝ => G (x + t • u)) (K x *ᵥ u) 0
```

Both conditions are required at every configuration. An energy with singularities, such as the Coulomb repulsion of coinciding nuclei, therefore has to be replaced by a model that is smooth everywhere.

## A simple mode is even or odd

A symmetry operation acts on configurations as a matrix R with RᵀR = 1. For a molecule it combines an orthogonal transformation of space about the origin, such as a rotation, a reflection or the inversion, with a permutation of equal atoms. Such a matrix preserves dot products:

(Rx)·(Ry) = (RᵀRx)·y = x·y.

The rewriting steps move R across the dot product and then use `hR`.

```lean
/-- An orthogonal matrix preserves dot products. -/
theorem dot_preserved {R : Matrix n n ℝ} (hR : Rᵀ * R = 1) (x y : n → ℝ) :
    (R *ᵥ x) ⬝ᵥ (R *ᵥ y) = x ⬝ᵥ y := by
  rw [Matrix.dotProduct_mulVec, ← Matrix.mulVec_transpose, Matrix.mulVec_mulVec, hR,
    Matrix.one_mulVec]
```

Now let R commute with H. Then

H(Rv) = R(Hv) = μRv,

so Rv lies in the eigenspace of v, and Rv = cv for some real c. Since R preserves length,

1 = v·v = (Rv)·(Rv) = c²,

and c is 1 or −1. In the proof, `hv.simple` supplies c, and `mul_self_eq_one_iff` splits the two signs.

```lean
/-- A simple mode of `H` is either even or odd under an orthogonal matrix that commutes
with `H`. -/
theorem mode_even_or_odd {R H : Matrix n n ℝ} {μ : ℝ} {v : n → ℝ} (hR : Rᵀ * R = 1)
    (hRH : R * H = H * R) (hv : IsSimpleMode H μ v) : R *ᵥ v = v ∨ R *ᵥ v = -v := by
  -- the image of the mode lies in the same one-dimensional eigenspace
  obtain ⟨c, hc⟩ := hv.simple (R *ᵥ v) (by
    rw [Matrix.mulVec_mulVec, ← hRH, ← Matrix.mulVec_mulVec, hv.eigen, Matrix.mulVec_smul])
  -- and it has unit length, so the factor is a sign
  have h1 := dot_preserved hR v v
  rw [hc] at h1
  simp only [smul_dotProduct, dotProduct_smul, hv.unit, smul_eq_mul, mul_one] at h1
  rcases mul_self_eq_one_iff.1 h1 with h | h
  · left
    rw [hc, h, one_smul]
  · right
    rw [hc, h, neg_one_smul]
```

## An odd mode does not feel a symmetric gradient

If R does not fix v, only Rv = −v remains. If R also fixes the gradient, then

v·g = (Rv)·(Rg) = −v·g,

hence v·g = 0. The correction 2(v·g)v vanishes, and F = −g.

The hypothesis `hb` says that R breaks the mode, and `resolve_left` discards the even case. After `linarith` has given v·g = 0, the auxiliary identity `hp`, which is (vvᵀ)g = (v·g)v, removes the reflection.

```lean
/-- If an orthogonal matrix commutes with `H` and fixes the gradient `g` but not the simple
mode `v` of `H`, then `v` is orthogonal to `g` and the reflected force is `-g`. -/
theorem reflectedForce_of_broken_mode {R H : Matrix n n ℝ} {μ : ℝ} {v g : n → ℝ}
    (hR : Rᵀ * R = 1) (hRH : R * H = H * R) (hg : R *ᵥ g = g)
    (hv : IsSimpleMode H μ v) (hb : R *ᵥ v ≠ v) :
    v ⬝ᵥ g = 0 ∧ reflectedForce v g = -g := by
  have hodd := (mode_even_or_odd hR hRH hv).resolve_left hb
  have h0 : v ⬝ᵥ g = 0 := by
    have h := dot_preserved hR v g
    rw [hodd, hg, neg_dotProduct] at h
    linarith
  refine ⟨h0, ?_⟩
  have hp : vecMulVec v v *ᵥ g = (v ⬝ᵥ g) • v := by
    ext i
    simp only [mulVec, dotProduct, vecMulVec_apply, Pi.smul_apply, smul_eq_mul,
      Finset.sum_mul]
    exact Finset.sum_congr rfl (fun j _ => by ring)
  rw [reflectedForce, Matrix.sub_mulVec, Matrix.one_mulVec, Matrix.smul_mulVec, hp, h0,
    zero_smul, smul_zero, sub_zero]
```

## Invariance of the energy supplies the other symmetries

So far the symmetry of g and H was assumed. Both follow from E(Rx) = E(x) for all x. Take any direction w and set u = Rᵀw, so that Ru = w. Then

E(Rx + tw) = E(R(x + tu)) = E(x + tu).

Differentiating at t = 0 gives

G(Rx)·w = G(x)·u = (RG(x))·(Ru) = (RG(x))·w.

As w is arbitrary, G(Rx) = RG(x). In Lean, `h1.unique` equates the two derivatives of the same function, and the unit vectors `Pi.single i 1` then give equality of the components.

```lean
/-- If the energy is invariant under an orthogonal matrix `R`, its gradient at the
transformed point is the transformed gradient. -/
theorem gradient_equivariant {E : (n → ℝ) → ℝ} {G : (n → ℝ) → n → ℝ} {R : Matrix n n ℝ}
    (hG : IsGradient E G) (hR : Rᵀ * R = 1) (hE : ∀ x, E (R *ᵥ x) = E x) (x : n → ℝ) :
    G (R *ᵥ x) = R *ᵥ G x := by
  have key : ∀ w, G (R *ᵥ x) ⬝ᵥ w = (R *ᵥ G x) ⬝ᵥ w := by
    intro w
    -- every direction w is the image of u = Rᵀ w
    have hw : R *ᵥ (Rᵀ *ᵥ w) = w := by
      rw [Matrix.mulVec_mulVec, mul_eq_one_comm.1 hR, Matrix.one_mulVec]
    have h1 := hG (R *ᵥ x) (R *ᵥ (Rᵀ *ᵥ w))
    have e : (fun t : ℝ => E (R *ᵥ x + t • (R *ᵥ (Rᵀ *ᵥ w))))
        = fun t : ℝ => E (x + t • (Rᵀ *ᵥ w)) := by
      funext t
      rw [← Matrix.mulVec_smul, ← Matrix.mulVec_add, hE]
    rw [e] at h1
    have h2 := h1.unique (hG x (Rᵀ *ᵥ w))
    rw [← dot_preserved hR (G x), hw] at h2
    exact h2
  funext i
  simpa using key (Pi.single i 1)
```

A second differentiation, now of G(Rx + tRu) = RG(x + tu), gives

K(Rx)Ru = RK(x)u for all u,

which is the matrix identity RK(x) = K(Rx)R. The derivative of the right-hand side is assembled component by component in `h2`.

```lean
/-- If the gradient transforms along with the configuration under a matrix `R`, the
Hessians at `x` and at `R x` are intertwined by `R`. -/
theorem hessian_equivariant {G : (n → ℝ) → n → ℝ} {K : (n → ℝ) → Matrix n n ℝ}
    {R : Matrix n n ℝ} (hK : IsHessian G K) (hGR : ∀ x, G (R *ᵥ x) = R *ᵥ G x)
    (x : n → ℝ) : R * K x = K (R *ᵥ x) * R := by
  have key : ∀ u, (R * K x) *ᵥ u = (K (R *ᵥ x) * R) *ᵥ u := by
    intro u
    have h1 := hK (R *ᵥ x) (R *ᵥ u)
    have e : (fun t : ℝ => G (R *ᵥ x + t • (R *ᵥ u)))
        = fun t : ℝ => R *ᵥ G (x + t • u) := by
      funext t
      rw [← Matrix.mulVec_smul, ← Matrix.mulVec_add, hGR]
    rw [e] at h1
    have h2 : HasDerivAt (fun t : ℝ => R *ᵥ G (x + t • u)) (R *ᵥ (K x *ᵥ u)) 0 := by
      refine hasDerivAt_pi.2 fun i => ?_
      exact HasDerivAt.fun_sum (u := Finset.univ)
        (fun j _ => ((hasDerivAt_pi.1 (hK x u)) j).const_mul (R i j))
    rw [← Matrix.mulVec_mulVec, ← Matrix.mulVec_mulVec]
    exact h2.unique h1
  ext i j
  simpa using congrFun (key (Pi.single j 1)) i
```

## The force at a symmetric configuration

Let x itself be symmetric, Rx = x. The two relations become RG(x) = G(x) and RK(x) = K(x)R, which is what the argument for an odd mode needs. So F = −G(x), and the energy along F starts with the slope

G(x)·F = −G(x)·G(x).

This is negative unless the gradient vanishes. The proof obtains `hg` and `hc` from the two transformation laws and reads off the slope from the definition of the gradient.

```lean
/-- Let an orthogonal matrix leave the energy and the point `x` unchanged but not the simple
Hessian mode `v` at `x`. Then the reflected force at `x` is minus the gradient, and the energy
along it starts with slope minus the squared gradient norm. -/
theorem downhill_at_symmetric_point {E : (n → ℝ) → ℝ} {G : (n → ℝ) → n → ℝ}
    {K : (n → ℝ) → Matrix n n ℝ} {R : Matrix n n ℝ} {x v : n → ℝ} {μ : ℝ}
    (hG : IsGradient E G) (hK : IsHessian G K) (hR : Rᵀ * R = 1)
    (hE : ∀ y, E (R *ᵥ y) = E y) (hx : R *ᵥ x = x)
    (hv : IsSimpleMode (K x) μ v) (hb : R *ᵥ v ≠ v) :
    reflectedForce v (G x) = -G x ∧
      HasDerivAt (fun t : ℝ => E (x + t • reflectedForce v (G x))) (-(G x ⬝ᵥ G x)) 0 := by
  have hGR := gradient_equivariant hG hR hE
  have hg : R *ᵥ G x = G x := by rw [← hGR x, hx]
  have hc : R * K x = K x * R := by
    have h := hessian_equivariant hK hGR x
    rwa [hx] at h
  have hF := (reflectedForce_of_broken_mode hR hc hg hv hb).2
  refine ⟨hF, ?_⟩
  rw [hF, ← dotProduct_neg]
  exact hG x (-G x)
```

## The whole search

Write xₖ for the iterates, vₖ for the followed modes and hₖ for the step lengths, with k = 0, 1, 2, …. The search is

xₖ₊₁ = xₖ + hₖFₖ,

where Fₖ is the reflected force at xₖ for the mode vₖ. Let S be a set of symmetry operations of the energy that all fix x₀. Suppose that at every iterate the mode is simple and some member of S breaks it; different iterates may use different members.

If xₖ is fixed by S, the previous result gives

xₖ₊₁ = xₖ − hₖG(xₖ).

For every R in S it follows that

Rxₖ₊₁ = Rxₖ − hₖRG(xₖ) = xₖ − hₖG(xₖ) = xₖ₊₁.

The next iterate is symmetric again, and induction covers all k. In the proof, `step` is the first of these equations and `hs` the second.

```lean
/-- Let a reflected-force search start at a point fixed by a set `S` of orthogonal symmetries
of the energy, and let the followed mode at each iterate be simple and not fixed by some member
of `S`. Then every iterate is fixed by `S` and every step is a gradient step `-h G`. -/
theorem search_is_steepest_descent {E : (n → ℝ) → ℝ} {G : (n → ℝ) → n → ℝ}
    {K : (n → ℝ) → Matrix n n ℝ} {S : Set (Matrix n n ℝ)} {x v : ℕ → n → ℝ} {μ h : ℕ → ℝ}
    (hG : IsGradient E G) (hK : IsHessian G K) (hS : ∀ R ∈ S, Rᵀ * R = 1)
    (hE : ∀ R ∈ S, ∀ y, E (R *ᵥ y) = E y) (hx0 : ∀ R ∈ S, R *ᵥ x 0 = x 0)
    (hv : ∀ k, IsSimpleMode (K (x k)) (μ k) (v k)) (hb : ∀ k, ∃ R ∈ S, R *ᵥ v k ≠ v k)
    (hstep : ∀ k, x (k + 1) = x k + h k • reflectedForce (v k) (G (x k))) (k : ℕ) :
    (∀ R ∈ S, R *ᵥ x k = x k) ∧ x (k + 1) = x k - h k • G (x k) := by
  -- at a symmetric iterate the step is a gradient step
  have step : ∀ m, (∀ R ∈ S, R *ᵥ x m = x m) → x (m + 1) = x m - h m • G (x m) := by
    intro m hm
    obtain ⟨R, hRS, hRv⟩ := hb m
    rw [hstep m, (downhill_at_symmetric_point hG hK (hS R hRS) (hE R hRS) (hm R hRS)
      (hv m) hRv).1, smul_neg, sub_eq_add_neg]
  induction k with
  | zero => exact ⟨hx0, step 0 hx0⟩
  | succ k ih =>
    -- a gradient step preserves the symmetry
    have hs : ∀ R ∈ S, R *ᵥ x (k + 1) = x (k + 1) := by
      intro R hRS
      have hg := gradient_equivariant hG (hS R hRS) (hE R hRS) (x k)
      rw [ih.1 R hRS] at hg
      rw [ih.2, Matrix.mulVec_sub, Matrix.mulVec_smul, ← hg, ih.1 R hRS]
    exact ⟨hs, step (k + 1) hs⟩
```

The step lengths are arbitrary real numbers; for hₖ > 0 each step is a steepest-descent step. The theorem does not say that a finite step lowers the energy or that the search converges. It also takes the modes and gradients to be free of error, whereas in a computation rounding or an approximate mode can introduce an asymmetric component that later steps may amplify.

For simulation practice with this plain iteration, the consequence is that the mode-following part stays idle as long as the followed modes are simple and break the symmetry of the start. A start distorted so that no symmetry remains lies outside the theorem, which does not say whether such a search climbs.

## A saddle in the plane

A two-dimensional example shows the conditions at work. The symmetry operation is the reflection of the second coordinate.

```lean
/-- The mirror operation `(x, y) ↦ (x, -y)` of the plane. -/
def mirror : Matrix (Fin 2) (Fin 2) ℝ := !![1, 0; 0, -1]
```

For a point (p, q) take E = p² − q²/2, which has a saddle at the origin. The gradient is (2p, −q), and the Hessian is diagonal with entries 2 and −1. At (1, 0) the mode (0, 1) has eigenvalue −1 and is odd under the mirror. It is simple because an eigenvector (r, s) for −1 satisfies 2r = −r, hence r = 0. The proof verifies these statements one component at a time, with `a` in the code providing the derivative of a coordinate along a line.

```lean
/-- The energy `x² - y²/2` with its gradient and Hessian, the mirror operation, the point
`(1, 0)` and the mode `(0, 1)` satisfy the hypotheses on energy, symmetry and mode. -/
theorem search_witness :
    IsGradient (fun x : Fin 2 → ℝ => x 0 ^ 2 - x 1 ^ 2 / 2) (fun x => ![2 * x 0, -x 1]) ∧
    IsHessian (fun x : Fin 2 → ℝ => ![2 * x 0, -x 1]) (fun _ => !![2, 0; 0, -1]) ∧
    mirrorᵀ * mirror = 1 ∧
    (∀ x : Fin 2 → ℝ, (mirror *ᵥ x) 0 ^ 2 - (mirror *ᵥ x) 1 ^ 2 / 2
      = x 0 ^ 2 - x 1 ^ 2 / 2) ∧
    mirror *ᵥ ![1, 0] = ![1, 0] ∧
    IsSimpleMode !![2, 0; 0, -1] (-1) ![0, 1] ∧ mirror *ᵥ ![0, 1] ≠ ![0, 1] := by
  have a : ∀ (x u : Fin 2 → ℝ) (i : Fin 2),
      HasDerivAt (fun t : ℝ => x i + t * u i) (u i) 0 := fun x u i =>
    (((hasDerivAt_id' (0 : ℝ)).mul_const (u i)).const_add (x i)).congr_deriv (one_mul _)
  refine ⟨?_, ?_, ?_, ?_, ?_, ⟨?_, ?_, ?_⟩, ?_⟩
  · intro x u
    have h := ((a x u 0).fun_pow 2).fun_sub (((a x u 1).fun_pow 2).div_const 2)
    refine h.congr_deriv ?_
    simp only [dotProduct, Fin.sum_univ_two, Matrix.cons_val_zero, Matrix.cons_val_one,
      Matrix.cons_val_fin_one, Nat.cast_ofNat, Nat.reduceSub, pow_one]
    ring
  · intro x u
    refine hasDerivAt_pi.2 fun i => ?_
    fin_cases i
    · exact ((a x u 0).const_mul 2).congr_deriv
        (by simp [mulVec, dotProduct, Fin.sum_univ_two])
    · exact ((a x u 1).fun_neg).congr_deriv
        (by simp [mulVec, dotProduct, Fin.sum_univ_two])
  · ext i j
    fin_cases i <;> fin_cases j <;> simp [mirror, Matrix.mul_apply, Fin.sum_univ_two]
  · intro x
    simp [mirror, mulVec, dotProduct, Fin.sum_univ_two]
  · ext i
    fin_cases i <;> simp [mirror, mulVec, dotProduct, Fin.sum_univ_two]
  · simp [dotProduct, Fin.sum_univ_two]
  · ext i
    fin_cases i <;> simp [mulVec, dotProduct, Fin.sum_univ_two]
  · intro w hw
    have h0 := congrFun hw 0
    simp only [mulVec, dotProduct, Fin.sum_univ_two, Pi.smul_apply, smul_eq_mul,
      Matrix.of_apply, Matrix.cons_val_zero, Matrix.cons_val_one,
      Matrix.cons_val_fin_one] at h0
    have hz : w 0 = 0 := by linarith
    refine ⟨w 1, ?_⟩
    ext i
    fin_cases i <;> simp [hz]
  · intro h
    have h1 := congrFun h 1
    norm_num [mirror, mulVec, dotProduct, Fin.sum_univ_two] at h1
```

Here the reflected force at (1, 0) is (−2, 0), which points straight at the saddle. Gradient steps can thus end at a saddle, when it is a minimum among the symmetric configurations.

## A degenerate mode can still overlap with the gradient

For the mode, being a unit eigenvector that the symmetry breaks is not enough. Take H = 1, the mirror above, g = (1, 0) and v = (3/5, 4/5). The mirror commutes with H and fixes g, and it sends v to (3/5, −4/5), which is neither v nor −v. The overlap is

v·g = 3/5,

so the reflected force differs from −g. What is missing is simplicity: every vector of the plane is an eigenvector of H for the eigenvalue 1.

```lean
/-- For the degenerate matrix `H = 1`, the mirror operation commutes with `H` and fixes the
gradient `(1, 0)` but not the unit eigenvector `(3/5, 4/5)`, which still overlaps with
the gradient. -/
theorem degenerate_mode_can_overlap :
    mirror * 1 = 1 * mirror ∧ mirror *ᵥ ![1, 0] = ![1, 0] ∧
    (![3 / 5, 4 / 5] : Fin 2 → ℝ) ⬝ᵥ ![3 / 5, 4 / 5] = 1 ∧
    (1 : Matrix (Fin 2) (Fin 2) ℝ) *ᵥ ![3 / 5, 4 / 5] = (1 : ℝ) • ![3 / 5, 4 / 5] ∧
    mirror *ᵥ ![3 / 5, 4 / 5] ≠ ![3 / 5, 4 / 5] ∧
    (![3 / 5, 4 / 5] : Fin 2 → ℝ) ⬝ᵥ ![1, 0] ≠ 0 := by
  refine ⟨by rw [mul_one, one_mul], ?_, ?_, by rw [Matrix.one_mulVec, one_smul], ?_, ?_⟩
  · ext i
    fin_cases i <;> simp [mirror, mulVec, dotProduct, Fin.sum_univ_two]
  · norm_num [dotProduct, Fin.sum_univ_two]
  · intro h
    have h1 := congrFun h 1
    norm_num [mirror, mulVec, dotProduct, Fin.sum_univ_two] at h1
  · norm_num [dotProduct, Fin.sum_univ_two]

end

end SymmetricSaddleSearch
```

```lean
#print axioms SymmetricSaddleSearch.search_is_steepest_descent
#print axioms SymmetricSaddleSearch.degenerate_mode_can_overlap
```

```
'SymmetricSaddleSearch.search_is_steepest_descent' depends on axioms: [propext, Classical.choice, Quot.sound]
'SymmetricSaddleSearch.degenerate_mode_can_overlap' depends on axioms: [propext, Classical.choice, Quot.sound]
```
